# The s-wave muffin-tin Green function has unit slope jump because its two solutions have unit Wronskian

Let $z$ and $j$ be complex solutions of $u''=qu$ on $(0,s]$ that match, in value and slope at $r=s$, the functions

$$\frac{\sin kr}{kt}-e^{ikr}\qquad\text{and}\qquad\frac{\sin kr}{k},$$

with $k$ and $t$ nonzero complex numbers. Then $z'j-zj'=1$ on $(0,s]$. For every complex $\tau$, the function

$$G(r,r')=\tau\,z(r)z(r')-z(r_<)\,j(r_>),$$

where $r_<$ and $r_>$ are the smaller and larger of $r$ and $r'$, is continuous, solves the equation in $r$ for $r\neq r'$, and has a slope that jumps by $1$ at each $r'$ with $0<r'<s$.

Here $s$ is the muffin-tin radius and $u$ is $r$ times the radial wave function. In units with $\hbar^2/2m=1$, $q$ is the potential minus the energy. Outside the sphere the potential is taken to be zero, and $k$ is the wave number there, so that $k^2$ is the energy; the theorems do not assume this relation between $k$ and $q$. The number $t$ is the single-site scattering amplitude in the sign convention $t=-e^{i\delta}\sin\delta/k$, for real $k$ and phase shift $\delta$, and $\tau$ is the site-diagonal scattering path operator. Multiple-scattering electronic-structure methods use Green functions of this form; here both points lie in the same sphere and a single non-relativistic s-wave channel is kept, so that $\tau$ is a number and not a matrix.

## The radial equation and the matching at the sphere

```lean
import Mathlib

open Set Filter Topology

noncomputable section

namespace ScatteringPathGreen
```

The file builds on Mathlib, Lean's mathematical library.

```lean
/-- `u` solves the radial equation `u'' = q u` on `(0, s]`, with slope `du`;
derivatives at `s` are taken from inside the sphere. -/
def IsRadialSolution (q : ℝ → ℂ) (s : ℝ) (u du : ℝ → ℂ) : Prop :=
  ∀ r ∈ Ioc 0 s, HasDerivWithinAt u (du r) (Ioc 0 s) r ∧
    HasDerivWithinAt du (q r * u r) (Ioc 0 s) r
```

`IsRadialSolution q s u du` says that at each $r$ in `Ioc 0 s`, the interval $(0,s]$, $u$ has derivative $du$ and $du$ has derivative $qu$. The slope is thus a function of its own, tied to $u$ by this condition. `HasDerivWithinAt` takes the derivative using only points of the interval: inside the sphere this is the ordinary derivative, and at $s$ it is the one from the left. The potential may therefore jump at $s$. A step inside the sphere, at a radius where $u\neq0$, is excluded, because the equation is required at every point.

```lean
/-- Two radial solutions `z`, `j` that match `sin(kr)/(kt) - exp(ikr)` and `sin(kr)/k`
in value and slope at the muffin-tin radius `s`, written with the denominators cleared. -/
structure ScatteringPair (q : ℝ → ℂ) (k t : ℂ) (s : ℝ) (z dz j dj : ℝ → ℂ) : Prop where
  z_sol : IsRadialSolution q s z dz
  j_sol : IsRadialSolution q s j dj
  z_val : k * t * z s = Complex.sin (k * s) - k * t * Complex.exp (k * s * Complex.I)
  z_slope : t * dz s =
    Complex.cos (k * s) - t * (Complex.I * k * Complex.exp (k * s * Complex.I))
  j_val : k * j s = Complex.sin (k * s)
  j_slope : dj s = Complex.cos (k * s)
```

A `ScatteringPair` bundles six conditions: both functions solve the equation, and both match in value and slope. Two of the matching conditions, divided out, read

$$z(s)=\frac{\sin ks}{kt}-e^{iks},\qquad z'(s)=\frac{\cos ks}{t}-ik\,e^{iks}.$$

The other two are $j(s)=\sin(ks)/k$ and $j'(s)=\cos ks$. Nothing is required at the origin. In the physical problem $z$ is the regular solution, with $z(r)\to0$ as $r\to0$, and that requirement fixes $t$ from the potential; here $t$ is given.

## The Green function on either side of the source

```lean
/-- The Green function `τ z(r) z(r') - z(r_<) j(r_>)`. -/
def green (τ : ℂ) (z j : ℝ → ℂ) (r r' : ℝ) : ℂ :=
  τ * z r * z r' - z (min r r') * j (max r r')
```

This is $G(r,r')$, with `min r r'` for $r_<$ and `max r r'` for $r_>$.

```lean
/-- The slope of the Green function in `r`, given on each side of the source point `r'`. -/
def greenSlope (τ : ℂ) (z dz j dj : ℝ → ℂ) (r r' : ℝ) : ℂ :=
  if r < r' then (τ * z r' - j r') * dz r else z r' * (τ * dz r - dj r)
```

This is the proposed slope $\partial G/\partial r$, one formula for $r<r'$ and another otherwise. The value it takes at $r=r'$ plays no part in the one-sided limits below.

```lean
variable {q z dz j dj : ℝ → ℂ} {k t : ℂ} {s : ℝ}

/-- Inside the source point the Green function is a multiple of `z`. -/
lemma green_below (τ : ℂ) (z j : ℝ → ℂ) {r r' : ℝ} (h : r ≤ r') :
    green τ z j r r' = (τ * z r' - j r') * z r := by
  rw [green, min_eq_left h, max_eq_right h]
  ring
```

For $r\le r'$ we have $r_<=r$ and $r_>=r'$, so

$$G=\bigl(\tau z(r')-j(r')\bigr)\,z(r).$$

The first line declares symbols shared by the later statements. In a lemma, the hypotheses stand before the last main colon, the conclusion after it, and the proof after `:=`. Here `rw` substitutes the definitions and `ring` does the algebra.

```lean
/-- Outside the source point the Green function is a multiple of `τ z - j`. -/
lemma green_above (τ : ℂ) (z j : ℝ → ℂ) {r r' : ℝ} (h : r' ≤ r) :
    green τ z j r r' = z r' * (τ * z r - j r) := by
  rw [green, min_eq_right h, max_eq_left h]
  ring
```

For $r\ge r'$, likewise, $G=z(r')\bigl(\tau z(r)-j(r)\bigr)$.

## The Wronskian equals one

```lean
/-- The Wronskian `z'j - zj'` of the matched pair equals one throughout `(0, s]`. -/
theorem wronskian_eq_one (hk : k ≠ 0) (ht : t ≠ 0)
    (h : ScatteringPair q k t s z dz j dj) {r : ℝ} (hr : r ∈ Ioc 0 s) :
    dz r * j r - z r * dj r = 1 := by
  have hs : s ∈ Ioc 0 s := ⟨hr.1.trans_le hr.2, le_rfl⟩
  -- the Wronskian has zero derivative, so it keeps its value at the sphere
  have hd : ∀ x ∈ Ioc 0 s,
      HasDerivWithinAt (fun y => dz y * j y - z y * dj y) 0 (Ioc 0 s) x := by
    intro x hx
    have h1 := (h.z_sol x hx).2.mul (h.j_sol x hx).1
    have h2 := (h.z_sol x hx).1.mul (h.j_sol x hx).2
    exact (h1.sub h2).congr_deriv (by ring)
  have hb := Convex.norm_image_sub_le_of_norm_hasDerivWithin_le (C := 0) hd
    (fun x _ => by simp) (convex_Ioc 0 s) hs hr
  rw [zero_mul] at hb
  have hc := sub_eq_zero.mp (norm_le_zero_iff.mp hb)
  refine hc.trans ?_
  -- at the sphere the matching conditions and Euler's formula give one
  have h1 := h.z_val
  have h2 := h.z_slope
  rw [Complex.exp_mul_I] at h1 h2
  apply mul_left_cancel₀ (mul_ne_zero hk ht)
  linear_combination (k * j s) * h2 +
    (Complex.cos (k * s) - t * (Complex.I * k *
      (Complex.cos (k * s) + Complex.sin (k * s) * Complex.I))) * h.j_val -
    dj s * h1 - (Complex.sin (k * s) - k * t *
      (Complex.cos (k * s) + Complex.sin (k * s) * Complex.I)) * h.j_slope +
    k * t * Complex.sin_sq_add_cos_sq (k * s) -
    k * t * Complex.sin (k * s) ^ 2 * Complex.I_sq
```

By hand, put $W=z'j-zj'$. Then

$$W'=qzj+z'j'-z'j'-zqj=0,$$

so $W$ is constant and can be evaluated at $s$:

$$W=\Bigl(\frac{\cos ks}{t}-ike^{iks}\Bigr)\frac{\sin ks}{k}-\Bigl(\frac{\sin ks}{kt}-e^{iks}\Bigr)\cos ks.$$

The terms in $1/t$ cancel, leaving $e^{iks}(\cos ks-i\sin ks)=e^{iks}e^{-iks}=1$.

In Lean, `hd` is the statement $W'=0$. The mean value inequality with derivative bound $0$ then gives $|W(r)-W(s)|\le0$. For the value at $s$, the proof multiplies by $kt\neq0$ and expands the exponential by Euler's formula. `linear_combination` lists the multiples of the matching conditions, of $\sin^2+\cos^2=1$ and of $i^2=-1$ that add up to the claim.

## Continuity, the equation and the jump

```lean
/-- The Green function is jointly continuous in both radii. -/
theorem green_continuousOn (τ : ℂ) (hz : IsRadialSolution q s z dz)
    (hj : IsRadialSolution q s j dj) :
    ContinuousOn (fun p : ℝ × ℝ => green τ z j p.1 p.2) (Ioc 0 s ×ˢ Ioc 0 s) := by
  have cz : ContinuousOn z (Ioc 0 s) := fun r hr => (hz r hr).1.continuousWithinAt
  have cj : ContinuousOn j (Ioc 0 s) := fun r hr => (hj r hr).1.continuousWithinAt
  have h1 := cz.comp (t := Ioc 0 s) (s := Ioc 0 s ×ˢ Ioc 0 s)
    continuous_fst.continuousOn (fun p hp => hp.1)
  have h2 := cz.comp (t := Ioc 0 s) (s := Ioc 0 s ×ˢ Ioc 0 s)
    continuous_snd.continuousOn (fun p hp => hp.2)
  have h3 := cz.comp (t := Ioc 0 s) (s := Ioc 0 s ×ˢ Ioc 0 s)
    (continuous_fst.min continuous_snd).continuousOn
    (fun p hp => ⟨lt_min hp.1.1 hp.2.1, (min_le_left _ _).trans hp.1.2⟩)
  have h4 := cj.comp (t := Ioc 0 s) (s := Ioc 0 s ×ˢ Ioc 0 s)
    (continuous_fst.max continuous_snd).continuousOn
    (fun p hp => ⟨hp.1.1.trans_le (le_max_left _ _), max_le hp.1.2 hp.2.2⟩)
  exact ((continuousOn_const.mul h1).mul h2).sub (h3.mul h4)
```

The solutions are differentiable, hence continuous. The maps $(r,r')\mapsto r_<$ and $(r,r')\mapsto r_>$ are continuous and stay in $(0,s]$. So $G$, built from these by composition, products and a difference, is continuous in both radii together. The four facts `h1` to `h4` are the continuity of $z(r)$, $z(r')$, $z(r_<)$ and $j(r_>)$.

```lean
/-- Away from the source point the Green function solves the radial equation in `r`. -/
theorem green_solves (τ : ℂ) (hz : IsRadialSolution q s z dz)
    (hj : IsRadialSolution q s j dj) {r r' : ℝ} (hr : r ∈ Ioc 0 s) (hne : r ≠ r') :
    HasDerivWithinAt (fun x => green τ z j x r') (greenSlope τ z dz j dj r r') (Ioc 0 s) r ∧
    HasDerivWithinAt (fun x => greenSlope τ z dz j dj x r')
      (q r * green τ z j r r') (Ioc 0 s) r := by
  rcases lt_or_gt_of_ne hne with h | h
  · have hev : ∀ᶠ x in 𝓝[Ioc 0 s] r, x < r' := nhdsWithin_le_nhds (Iio_mem_nhds h)
    constructor
    · rw [greenSlope, if_pos h]
      exact ((hz r hr).1.const_mul (τ * z r' - j r')).congr_of_eventuallyEq
        (hev.mono fun x hx => green_below τ z j hx.le) (green_below τ z j h.le)
    · rw [green_below τ z j h.le]
      exact (((hz r hr).2.const_mul (τ * z r' - j r')).congr_of_eventuallyEq
        (hev.mono fun x hx => if_pos hx) (if_pos h)).congr_deriv (by ring)
  · have hev : ∀ᶠ x in 𝓝[Ioc 0 s] r, r' < x := nhdsWithin_le_nhds (Ioi_mem_nhds h)
    constructor
    · rw [greenSlope, if_neg h.not_gt]
      exact ((((hz r hr).1.const_mul τ).sub (hj r hr).1).const_mul (z r')).congr_of_eventuallyEq
        (hev.mono fun x hx => green_above τ z j hx.le) (green_above τ z j h.le)
    · rw [green_above τ z j h.le]
      exact (((((hz r hr).2.const_mul τ).sub (hj r hr).2).const_mul (z r')).congr_of_eventuallyEq
        (hev.mono fun x hx => if_neg hx.not_gt) (if_neg h.not_gt)).congr_deriv (by ring)
```

Fix $r'$ and take $r<r'$. All points near $r$ also lie below $r'$, so there $G$ is a constant times $z$. Differentiating twice gives

$$G'=(\tau z(r')-j(r'))z'(r),\qquad G''=(\tau z(r')-j(r'))\,q(r)z(r)=q(r)G.$$

For $r>r'$ the same argument applies to $z(r')(\tau z-j)$. The proof splits into these two cases; `hev` records that nearby points stay on the same side, and `congr_of_eventuallyEq` transfers the derivative from the fixed combination to $G$.

```lean
/-- The slope of the Green function jumps by one as `r` increases through `r'`. -/
theorem green_slope_jump (τ : ℂ) (hk : k ≠ 0) (ht : t ≠ 0)
    (h : ScatteringPair q k t s z dz j dj) {r' : ℝ} (hr : r' ∈ Ioo 0 s) :
    ∃ a b : ℂ, Tendsto (fun r => greenSlope τ z dz j dj r r') (𝓝[<] r') (𝓝 a) ∧
      Tendsto (fun r => greenSlope τ z dz j dj r r') (𝓝[>] r') (𝓝 b) ∧ b - a = 1 := by
  have hr' : r' ∈ Ioc 0 s := ⟨hr.1, hr.2.le⟩
  have hn : Ioc 0 s ∈ 𝓝 r' := Ioc_mem_nhds hr.1 hr.2
  have cz : Tendsto dz (𝓝 r') (𝓝 (dz r')) :=
    (h.z_sol r' hr').2.continuousWithinAt.continuousAt hn
  have cj : Tendsto dj (𝓝 r') (𝓝 (dj r')) :=
    (h.j_sol r' hr').2.continuousWithinAt.continuousAt hn
  refine ⟨(τ * z r' - j r') * dz r', z r' * (τ * dz r' - dj r'), ?_, ?_, ?_⟩
  · refine ((cz.const_mul (τ * z r' - j r')).mono_left nhdsWithin_le_nhds).congr' ?_
    filter_upwards [self_mem_nhdsWithin] with x hx
    exact (if_pos hx).symm
  · refine ((((cz.const_mul τ).sub cj).const_mul (z r')).mono_left nhdsWithin_le_nhds).congr' ?_
    filter_upwards [self_mem_nhdsWithin] with x hx
    exact (if_neg (not_lt_of_ge (le_of_lt hx))).symm
  · -- the jump is the Wronskian
    linear_combination wronskian_eq_one hk ht h hr'
```

`Ioo 0 s` is the open interval $(0,s)$, and `𝓝[<] r'` and `𝓝[>] r'` denote approach from below and above. Since $z'$ and $j'$ are continuous, the slope has the limits

$$a=(\tau z-j)z',\qquad b=z(\tau z'-j'),$$

with everything evaluated at $r'$. Their difference is $b-a=z'j-zj'=1$, whatever $\tau$ is. This jump is the usual condition for a unit point source in $G''-qG=\delta(r-r')$.

```lean
/-- For every `τ`, the matched pair has unit Wronskian, and `τ z(r) z(r') - z(r_<) j(r_>)` is
continuous, solves the radial equation for `r ≠ r'`, and has slope jump one at `r'`. -/
theorem scattering_green_function (τ : ℂ) (hk : k ≠ 0) (ht : t ≠ 0)
    (h : ScatteringPair q k t s z dz j dj) :
    (∀ r ∈ Ioc 0 s, dz r * j r - z r * dj r = 1) ∧
    ContinuousOn (fun p : ℝ × ℝ => green τ z j p.1 p.2) (Ioc 0 s ×ˢ Ioc 0 s) ∧
    (∀ r' ∈ Ioc 0 s, ∀ r ∈ Ioc 0 s, r ≠ r' →
      HasDerivWithinAt (fun x => green τ z j x r')
        (greenSlope τ z dz j dj r r') (Ioc 0 s) r ∧
      HasDerivWithinAt (fun x => greenSlope τ z dz j dj x r')
        (q r * green τ z j r r') (Ioc 0 s) r) ∧
    (∀ r' ∈ Ioo 0 s, ∃ a b : ℂ,
      Tendsto (fun r => greenSlope τ z dz j dj r r') (𝓝[<] r') (𝓝 a) ∧
      Tendsto (fun r => greenSlope τ z dz j dj r r') (𝓝[>] r') (𝓝 b) ∧ b - a = 1) :=
  ⟨fun _ hr => wronskian_eq_one hk ht h hr, green_continuousOn τ h.z_sol h.j_sol,
    fun _ _ _ hr hne => green_solves τ h.z_sol h.j_sol hr hne,
    fun _ hr => green_slope_jump τ hk ht h hr⟩
```

The main theorem joins the four statements with `∧`, "and", and its proof cites the four results above.

## The outgoing wave selects $\tau=t$

```lean
/-- For a source point inside the sphere where `z` does not vanish, the Green function obeys
the outgoing-wave condition `G' = ikG` at `r = s` exactly when `τ = t`. -/
theorem outgoing_iff (τ : ℂ) (ht : t ≠ 0) (h : ScatteringPair q k t s z dz j dj)
    {r' : ℝ} (hr : r' < s) (hz : z r' ≠ 0) :
    greenSlope τ z dz j dj s r' = Complex.I * k * green τ z j s r' ↔ τ = t := by
  rw [greenSlope, if_neg hr.not_gt, green_above τ z j hr.le]
  -- the incoming part of the wave at the sphere is proportional to `τ - t`
  have key : t * (z r' * (τ * dz s - dj s) - Complex.I * k * (z r' * (τ * z s - j s))) =
      z r' * (Complex.cos (k * s) - Complex.I * Complex.sin (k * s)) * (τ - t) := by
    linear_combination z r' * τ * h.z_slope - z r' * t * h.j_slope -
      Complex.I * z r' * τ * h.z_val + Complex.I * z r' * t * h.j_val
  have hne : Complex.cos (k * s) - Complex.I * Complex.sin (k * s) ≠ 0 := by
    intro h0
    apply one_ne_zero (α := ℂ)
    linear_combination (Complex.cos (k * s) + Complex.I * Complex.sin (k * s)) * h0 -
      Complex.sin_sq_add_cos_sq (k * s) + Complex.sin (k * s) ^ 2 * Complex.I_sq
  constructor
  · intro he
    rw [sub_eq_zero.mpr he, mul_zero] at key
    exact sub_eq_zero.mp ((mul_eq_zero.mp key.symm).resolve_left (mul_ne_zero hz hne))
  · intro he
    rw [sub_eq_zero.mpr he, mul_zero] at key
    exact sub_eq_zero.mp ((mul_eq_zero.mp key).resolve_left ht)
```

The jump leaves $\tau$ free; a condition at the sphere fixes it. Take $r'<s$ with $z(r')\neq0$. At $r=s$ the matching conditions give

$$z'-ikz=\frac{e^{-iks}}{t},\qquad j'-ikj=e^{-iks},$$

and therefore

$$G'-ikG=z(r')\,e^{-iks}\Bigl(\frac{\tau}{t}-1\Bigr).$$

This vanishes exactly when $\tau=t$. In the code, `key` is this identity multiplied by $t$, and `hne` says that $e^{-iks}=\cos ks-i\sin ks$ is not zero. Physically, an isolated scatterer sends out waves and receives none back; in a solid, waves returning from other sites generally make $\tau$ differ from $t$.

## A free-space pair, with numbers

```lean
/-- With `q = -k²`, the functions `sin(kr)/(kt) - exp(ikr)` and `sin(kr)/k` themselves
form a matched pair. -/
theorem scatteringPair_witness (hk : k ≠ 0) (ht : t ≠ 0) (s : ℝ) :
    ScatteringPair (fun _ => -k ^ 2) k t s
      (fun r => Complex.sin (k * r) / (k * t) - Complex.exp (k * r * Complex.I))
      (fun r => Complex.cos (k * r) / t - Complex.I * k * Complex.exp (k * r * Complex.I))
      (fun r => Complex.sin (k * r) / k) (fun r => Complex.cos (k * r)) := by
  have hl (r : ℝ) : HasDerivAt (fun x : ℝ => k * (x : ℂ)) k r := by
    simpa using (hasDerivAt_id r).ofReal_comp.const_mul k
  have hs (r : ℝ) : HasDerivAt (fun x : ℝ => Complex.sin (k * x)) (Complex.cos (k * r) * k) r :=
    by
      have h := (Complex.hasDerivAt_sin (k * r)).comp r (hl r)
      exact h
  have hc (r : ℝ) : HasDerivAt (fun x : ℝ => Complex.cos (k * x)) (-Complex.sin (k * r) * k) r :=
    by
      have h := (Complex.hasDerivAt_cos (k * r)).comp r (hl r)
      exact h
  have he (r : ℝ) : HasDerivAt (fun x : ℝ => Complex.exp (k * x * Complex.I))
      (Complex.exp (k * r * Complex.I) * (k * Complex.I)) r :=
    (Complex.hasDerivAt_exp (k * r * Complex.I)).comp r ((hl r).mul_const Complex.I)
  have e1 : k / (k * t) = 1 / t := by field_simp
  have e2 : k / t = k ^ 2 / (k * t) := by field_simp
  have e3 : k / k = 1 := div_self hk
  have e4 : k = k ^ 2 / k := by field_simp
  refine ⟨fun r _ => ⟨?_, ?_⟩, fun r _ => ⟨?_, ?_⟩, ?_, ?_, ?_, rfl⟩
  · exact (((hs r).div_const (k * t)).sub (he r)).hasDerivWithinAt.congr_deriv
      (by linear_combination Complex.cos (k * r) * e1)
  · exact (((hc r).div_const t).sub
      ((he r).const_mul (Complex.I * k))).hasDerivWithinAt.congr_deriv
      (by linear_combination (-Complex.sin (k * r)) * e2 -
            k ^ 2 * Complex.exp (k * r * Complex.I) * Complex.I_sq)
  · exact ((hs r).div_const k).hasDerivWithinAt.congr_deriv
      (by linear_combination Complex.cos (k * r) * e3)
  · exact (hc r).hasDerivWithinAt.congr_deriv
      (by linear_combination (-Complex.sin (k * r)) * e4)
  · rw [mul_sub, mul_div_cancel₀ _ (mul_ne_zero hk ht)]
  · rw [mul_sub, mul_div_cancel₀ _ ht]
  · exact mul_div_cancel₀ _ hk

end ScatteringPathGreen
```

For $q=-k^2$ the two matching functions, continued inwards, solve the equation themselves. For the first,

$$\Bigl(\frac{\sin kr}{kt}-e^{ikr}\Bigr)''=-\frac{k\sin kr}{t}+k^2e^{ikr}=-k^2\Bigl(\frac{\sin kr}{kt}-e^{ikr}\Bigr),$$

and the second is immediate. So the hypotheses can be met for any nonzero $k$ and $t$. This $z$ tends to $-1$ at the origin, so it is not the regular solution of a free particle.

As a check of the algebra, take $k=1$, $t=-i$ and $s=\pi$. Then $z=i\sin r-e^{ir}=-\cos r$ and $j=\sin r$, and the Wronskian is $\sin^2r+\cos^2r=1$. Put the source at $r'=\pi/3$, where $z=-\tfrac12$, $z'=j=\tfrac{\sqrt3}{2}$ and $j'=\tfrac12$. The slopes below and above are

$$a=-\frac{\sqrt3}{4}\tau-\frac34,\qquad b=-\frac{\sqrt3}{4}\tau+\frac14,$$

which differ by $1$. At the sphere $z=1$, $z'=0$, $j=0$ and $j'=-1$, so $G=-\tau/2$ and $G'=-\tfrac12$. The outgoing condition $G'=iG$ then reads $1=i\tau$, which gives $\tau=-i=t$.

```lean
#print axioms ScatteringPathGreen.scattering_green_function
-- 'ScatteringPathGreen.scattering_green_function' depends on axioms: [propext, Classical.choice, Quot.sound]
#print axioms ScatteringPathGreen.outgoing_iff
-- 'ScatteringPathGreen.outgoing_iff' depends on axioms: [propext, Classical.choice, Quot.sound]
```
